# Two Magnus terms give the exact propagator of a continuous matrix generator with central commutators

To propagate V' = A(t)V from time 0 to t, I would like to compute two time integrals and take one matrix exponential, instead of multiplying many short steps. The integrals are

F(t) = ∫₀ᵗ A(s) ds

G(t) = ½ ∫₀ᵗ [A(s), F(s)] ds

with [X,Y] = XY − YX. I am told that U = exp(F + G) is exact if A is continuous and every commutator [A(s),A(r)] commutes with every A(u). Can this be derived without appealing to the full Magnus series, and checked by machine?

## The second integral cancels the ordering correction

Yes, for finite complex matrices. Write Ω = F + G, and call a matrix central if it commutes with every A(u). A central matrix also commutes with F and G at all times, because these are built from A by products and integrals.

First, the commutators of the integrals are central:

[A(s), F(r)] = ∫₀ʳ [A(s), A(v)] dv

[F(r), F(s)] = ∫₀ˢ [F(r), A(v)] dv

The first integrand is central by hypothesis, the second by the first line. So G is central too, and [Ω(s),Ω(t)] = [F(s),F(t)] commutes with every Ω(u).

Next, let C = [X,Y] commute with X and Y. Then

d/ds { exp(−sX)(Y + sC)exp(sX) } = exp(−sX)(−[X,Y] + C)exp(sX) = 0

and comparison with s = 0 gives exp(sX)Y = (Y + sC)exp(sX). Now set

W(s) = exp(−s(X+Y)) exp(sX) exp(sY) exp(−s²C/2).

In W', the factor between exp(−s(X+Y)) and exp(sY)exp(−s²C/2) is

−(X+Y)exp(sX) + X exp(sX) + exp(sX)Y − sC exp(sX) = 0.

Thus W(1) = W(0) = 1, which rearranges to

exp(X+Y) = exp(X) exp(Y) exp(−½[X,Y]).

Fix t and apply this with X = Ω(s) − Ω(t) and Y = Ω(t):

exp Ω(s) = exp(Ω(s) − Ω(t)) exp(Ω(t)) exp(−½[Ω(s) − Ω(t), Ω(t)]).

At s = t the outer exponents vanish, and the derivative of exp at zero is the identity map. Hence, at time t,

U' = Ω'U − U·½[Ω',Ω].

Here Ω' = A + ½[A,F]. Since ½[A,F] and G are central, [Ω',Ω] = [A,F], which commutes with U. Therefore

U' = (A + ½[A,F])U − ½[A,F]U = AU.

Both integrals vanish at t = 0, so U(0) = 1.

For uniqueness, let E = exp(−Ω), the inverse of U. It is differentiable by the same formula applied to −Ω. Differentiating EU = 1 gives E'U + EAU = 0, so E' = −EA. If V' = AV, then (EV)' = −EAV + EAV = 0. Hence E(t)V(t) = V(0), and V(t) = U(t)V(0).

## What the Lean theorem says

`magnus_terminates` takes `A : ℝ → Matrix n n ℂ` with a finite index type `n`, and assumes `Continuous A` and `CentralCommutators A`. It concludes that U(0) = 1, that U' = AU at every real time, and that every matrix solution is V(t) = U(t)V(0). `magnus1`, `magnus2` and `propagator` are F, G and U. The derivative is two-sided, and negative times are included through oriented integrals. The generator acts from the left; for a Schrödinger equation, A = −iH/ħ.

The central-commutator condition says that reversing the order of A(s) and A(r) in a product changes it only by a matrix that commutes with the generator at every time. The file does not define the higher Magnus terms; it shows directly that the two-term exponent solves the equation.

Finite generators of this class can supply exact reference solutions for testing the code of a two-term Magnus integrator. Such a test checks the time integrals and the matrix exponential, but not the error of truncating the Magnus series, which is zero here. For quantum mechanics the finite dimension is a severe restriction: with Hermitian H, central commutators must be nilpotent and anti-Hermitian, hence zero, and G disappears. The forced harmonic oscillator has central commutators in the interaction picture, though not in the Schrödinger picture when the force varies in time. Its operators are unbounded, so the theorem does not cover it in either picture.

```lean
import Mathlib

open scoped Matrix.Norms.Operator
open NormedSpace

namespace TerminatingMagnus

noncomputable section

variable {n : Type*} [Fintype n] [DecidableEq n]

/-- The commutator `[X, Y] = XY - YX` of two matrices. -/
def comm (X Y : Matrix n n ℂ) : Matrix n n ℂ := X * Y - Y * X

/-- The commutators of the generator at any two times commute with the generator at every time. -/
def CentralCommutators (A : ℝ → Matrix n n ℂ) : Prop :=
  ∀ s r u, Commute (comm (A s) (A r)) (A u)

/-- First Magnus term: the time integral of the generator over `[0, t]`. -/
def magnus1 (A : ℝ → Matrix n n ℂ) (t : ℝ) : Matrix n n ℂ := ∫ s in (0 : ℝ)..t, A s

/-- Second Magnus term: one half of the integral of `[A(s), F(s)]` over `[0, t]`,
where `F` is the first term. -/
def magnus2 (A : ℝ → Matrix n n ℂ) (t : ℝ) : Matrix n n ℂ :=
  (1 / 2 : ℝ) • ∫ s in (0 : ℝ)..t, comm (A s) (magnus1 A s)

/-- The exponential of the sum of the first two Magnus terms. -/
def propagator (A : ℝ → Matrix n n ℂ) (t : ℝ) : Matrix n n ℂ :=
  exp (magnus1 A t + magnus2 A t)

/-- Parts `b` and `d` that commute with the other matrices drop out of `[a + b, c + d]`. -/
theorem comm_add_add {a b c d : Matrix n n ℂ} (h1 : Commute b c) (h2 : Commute b d)
    (h3 : Commute d a) : comm (a + b) (c + d) = comm a c := by
  unfold comm
  linear_combination (norm := noncomm_ring) h1.eq + h2.eq - h3.eq

/-- The commutator with a fixed matrix can be taken under the time integral. -/
theorem comm_integral (X : Matrix n n ℂ) {f : ℝ → Matrix n n ℂ} (hf : Continuous f) (t : ℝ) :
    comm X (∫ s in (0 : ℝ)..t, f s) = ∫ s in (0 : ℝ)..t, comm X (f s) := by
  let L : Matrix n n ℂ →L[ℝ] Matrix n n ℂ :=
    ContinuousLinearMap.mul ℝ _ X - (ContinuousLinearMap.mul ℝ _).flip X
  exact (L.intervalIntegral_comp_comm (hf.intervalIntegrable 0 t)).symm

/-- A matrix that commutes with an integrand at all times commutes with its integral. -/
theorem commute_integral {Z : Matrix n n ℂ} {f : ℝ → Matrix n n ℂ} (hf : Continuous f)
    (h : ∀ s, Commute Z (f s)) (t : ℝ) : Commute Z (∫ s in (0 : ℝ)..t, f s) := by
  have h0 : ∀ s, comm Z (f s) = 0 := fun s => sub_eq_zero.2 (h s).eq
  have h1 := comm_integral Z hf t
  simp only [h0, intervalIntegral.integral_zero] at h1
  exact sub_eq_zero.1 h1

/-- A matrix that commutes with the generator at all times commutes with both Magnus terms. -/
theorem commute_magnus {A : ℝ → Matrix n n ℂ} (hA : Continuous A) {Z : Matrix n n ℂ}
    (hZ : ∀ u, Commute Z (A u)) (t : ℝ) :
    Commute Z (magnus1 A t) ∧ Commute Z (magnus2 A t) := by
  have hF : ∀ u, Commute Z (magnus1 A u) := fun u => commute_integral hA hZ u
  have hFc : Continuous (magnus1 A) := continuous_iff_continuousAt.2 fun u =>
    (hA.integral_hasStrictDerivAt 0 u).hasDerivAt.continuousAt
  have hK : Continuous fun s => comm (A s) (magnus1 A s) := (hA.mul hFc).sub (hFc.mul hA)
  refine ⟨hF t, Commute.smul_right (commute_integral hK (fun s => ?_) t) _⟩
  exact ((hZ s).mul_right (hF s)).sub_right ((hF s).mul_right (hZ s))

/-- The exponentials of `X` and `-X` multiply to the identity. -/
theorem exp_mul_exp_neg (X : Matrix n n ℂ) : exp X * exp (-X) = 1 := by
  rw [← Matrix.exp_add_of_commute X (-X) (Commute.refl X).neg_right, add_neg_cancel,
    NormedSpace.exp_zero]

/-- If `[X, Y]` commutes with `X`, moving `exp(sX)` past `Y` shifts `Y` by `s[X, Y]`. -/
theorem exp_smul_mul {X Y : Matrix n n ℂ} (h : Commute (comm X Y) X) (s : ℝ) :
    exp (s • X) * Y = (Y + s • comm X Y) * exp (s • X) := by
  have alg : ∀ e Q a : Matrix n n ℂ, (-X) * Q + comm X Y + Q * X = 0 →
      (e * (-X) * Q + e * comm X Y) * a + e * Q * (X * a) = 0 := by
    intro e Q a hq
    calc _ = e * ((-X) * Q + comm X Y + Q * X) * a := by noncomm_ring
      _ = 0 := by rw [hq, mul_zero, zero_mul]
  -- the conjugated, shifted matrix does not depend on `s`
  have hW : ∀ r : ℝ, HasDerivAt
      (fun r : ℝ => exp (r • (-X)) * (Y + r • comm X Y) * exp (r • X)) 0 r := by
    intro r
    have hQ : HasDerivAt (fun r : ℝ => Y + r • comm X Y) (comm X Y) r :=
      (((hasDerivAt_id' r).smul_const (comm X Y)).const_add Y).congr_deriv (one_smul ℝ _)
    refine (((hasDerivAt_exp_smul_const (-X) r).fun_mul hQ).fun_mul
      (hasDerivAt_exp_smul_const' X r)).congr_deriv (alg _ _ _ ?_)
    have hc : (r • comm X Y) * X = X * (r • comm X Y) := (h.smul_left r).eq
    rw [add_mul, hc, mul_add, neg_mul, neg_mul]
    generalize X * (r • comm X Y) = T
    unfold comm
    abel
  have h0 := is_const_of_deriv_eq_zero (fun r => (hW r).differentiableAt)
    (fun r => (hW r).deriv) s 0
  simp only [zero_smul, NormedSpace.exp_zero, add_zero, one_mul, mul_one] at h0
  have h1 : exp (s • X) * exp (s • (-X)) = 1 := by rw [smul_neg]; exact exp_mul_exp_neg _
  calc exp (s • X) * Y
      = exp (s • X) * (exp (s • (-X)) * (Y + s • comm X Y) * exp (s • X)) := by rw [h0]
    _ = (exp (s • X) * exp (s • (-X))) * (Y + s • comm X Y) * exp (s • X) := by
        simp only [mul_assoc]
    _ = _ := by rw [h1, one_mul]

/-- Baker-Campbell-Hausdorff formula for `[X, Y]` commuting with `X` and `Y`:
`exp(X + Y) = exp(X) exp(Y) exp(-[X, Y]/2)`. -/
theorem exp_add_central {X Y : Matrix n n ℂ} (hX : Commute (comm X Y) X)
    (hY : Commute (comm X Y) Y) :
    exp (X + Y) = exp X * exp Y * exp ((-(1 / 2) : ℝ) • comm X Y) := by
  have alg : ∀ d a b c T : Matrix n n ℂ, a * Y = (Y + T) * a → a * b * T = T * (a * b) →
      ((d * (-(X + Y)) * a + d * (X * a)) * b + d * a * (Y * b)) * c
        + d * a * b * (-(T * c)) = 0 := by
    intro d a b c T h1 h2
    calc _ = d * (-(Y * a) + a * Y) * b * c - d * (a * b * T) * c := by noncomm_ring
      _ = 0 := by rw [h1, h2]; noncomm_ring
  have hW : ∀ s : ℝ, HasDerivAt (fun s : ℝ => exp (s • (-(X + Y))) * exp (s • X) *
      exp (s • Y) * exp ((-(s ^ 2 / 2)) • comm X Y)) 0 s := by
    intro s
    have hq : HasDerivAt (fun s : ℝ => -(s ^ 2 / 2)) (-s) s :=
      (((hasDerivAt_pow 2 s).div_const 2).fun_neg).congr_deriv (by norm_num)
    have hc0 := HasDerivAt.scomp (g₁ := fun u : ℝ => exp (u • comm X Y)) s
      (hasDerivAt_exp_smul_const' (comm X Y) (-(s ^ 2 / 2))) hq
    have hc : HasDerivAt (fun s : ℝ => exp ((-(s ^ 2 / 2)) • comm X Y))
        (-((s • comm X Y) * exp ((-(s ^ 2 / 2)) • comm X Y))) s :=
      hc0.congr_deriv (by
        rw [neg_smul s, smul_mul_assoc s]
        rfl)
    refine ((((hasDerivAt_exp_smul_const (-(X + Y)) s).fun_mul
      (hasDerivAt_exp_smul_const' X s)).fun_mul
      (hasDerivAt_exp_smul_const' Y s)).fun_mul hc).congr_deriv
      (alg _ _ _ _ _ (exp_smul_mul hX s) ?_)
    exact ((((hX.smul_right s).exp_right).mul_right
      ((hY.smul_right s).exp_right)).smul_left s).eq.symm
  have h0 := is_const_of_deriv_eq_zero (fun r => (hW r).differentiableAt)
    (fun r => (hW r).deriv) 1 0
  norm_num [NormedSpace.exp_zero, -neg_add_rev] at h0
  have h1 := exp_mul_exp_neg (X + Y)
  calc exp (X + Y) = exp (X + Y) * (exp (-(X + Y)) * exp X * exp Y *
        exp ((-(1 / 2) : ℝ) • comm X Y)) := by
        norm_num [-neg_add_rev]
        rw [h0, mul_one]
    _ = (exp (X + Y) * exp (-(X + Y))) * (exp X * exp Y *
        exp ((-(1 / 2) : ℝ) • comm X Y)) := by simp only [mul_assoc]
    _ = _ := by rw [h1, one_mul]

/-- Derivative of `exp(Ω)` at time `t` when every `[Ω(s), Ω(t)]` commutes with `Ω(s)`
and `Ω(t)`. -/
theorem hasDerivAt_exp_central {Ω : ℝ → Matrix n n ℂ} {Ω' : Matrix n n ℂ} {t : ℝ}
    (hΩ : HasDerivAt Ω Ω' t) (h1 : ∀ s, Commute (comm (Ω s) (Ω t)) (Ω s))
    (h2 : ∀ s, Commute (comm (Ω s) (Ω t)) (Ω t)) :
    HasDerivAt (fun s => exp (Ω s))
      (Ω' * exp (Ω t) - exp (Ω t) * ((1 / 2 : ℝ) • comm Ω' (Ω t))) t := by
  have hexp : ∀ (f : ℝ → Matrix n n ℂ) (f' : Matrix n n ℂ), f t = 0 → HasDerivAt f f' t →
      HasDerivAt (fun s => exp (f s)) f' t := by
    intro f f' h0 hf
    have he : HasFDerivAt (exp : Matrix n n ℂ → Matrix n n ℂ)
        (1 : Matrix n n ℂ →L[ℝ] Matrix n n ℂ) (f t) := by
      rw [h0]; exact hasFDerivAt_exp_zero
    exact he.comp_hasDerivAt t hf
  have hD : HasDerivAt (fun s => Ω s - Ω t) Ω' t := hΩ.sub_const _
  have hR : HasDerivAt (fun s => (-(1 / 2) : ℝ) • comm (Ω s - Ω t) (Ω t))
      ((-(1 / 2) : ℝ) • comm Ω' (Ω t)) t :=
    ((hD.mul_const (Ω t)).fun_sub (hD.const_mul (Ω t))).const_smul (-(1 / 2) : ℝ)
  -- split off the increment of the exponent
  have hsplit : ∀ s, exp (Ω s) = exp (Ω s - Ω t) * exp (Ω t) *
      exp ((-(1 / 2) : ℝ) • comm (Ω s - Ω t) (Ω t)) := by
    intro s
    have hc : comm (Ω s - Ω t) (Ω t) = comm (Ω s) (Ω t) := by unfold comm; noncomm_ring
    rw [← exp_add_central (by rw [hc]; exact (h1 s).sub_right (h2 s))
      (by rw [hc]; exact h2 s), sub_add_cancel]
  rw [funext hsplit]
  refine (((hexp _ _ (sub_self _) hD).mul_const (exp (Ω t))).fun_mul
    (hexp _ _ (by simp [comm]) hR)).congr_deriv ?_
  have hz : comm (0 : Matrix n n ℂ) (Ω t) = 0 := by simp [comm]
  simp only [sub_self, hz, smul_zero, NormedSpace.exp_zero, mul_one, one_mul, neg_smul,
    mul_neg, sub_eq_add_neg]

/-- For a continuous generator with central commutators, and `F`, `G` its first two Magnus terms, `U
= exp(F + G)` satisfies `U(0) = 1` and `U' = AU`, and every solution of `V' = AV` is `V(t) = U(t)
V(0)`. -/
theorem magnus_terminates {A : ℝ → Matrix n n ℂ} (hA : Continuous A)
    (h : CentralCommutators A) :
    propagator A 0 = 1 ∧ (∀ t, HasDerivAt (propagator A) (A t * propagator A t) t) ∧
      ∀ V : ℝ → Matrix n n ℂ, (∀ t, HasDerivAt V (A t * V t) t) →
        ∀ t, V t = propagator A t * V 0 := by
  have hF : ∀ t, HasDerivAt (magnus1 A) (A t) t := fun t =>
    (hA.integral_hasStrictDerivAt 0 t).hasDerivAt
  have hFc : Continuous (magnus1 A) :=
    continuous_iff_continuousAt.2 fun t => (hF t).continuousAt
  have hKc : Continuous fun s => comm (A s) (magnus1 A s) := (hA.mul hFc).sub (hFc.mul hA)
  have hG : ∀ t, HasDerivAt (magnus2 A) ((1 / 2 : ℝ) • comm (A t) (magnus1 A t)) t :=
    fun t => (hKc.integral_hasStrictDerivAt 0 t).hasDerivAt.const_smul (1 / 2 : ℝ)
  have hcc : ∀ X : Matrix n n ℂ, Continuous fun s => comm X (A s) := fun X =>
    (continuous_const.mul hA).sub (hA.mul continuous_const)
  have swap : ∀ X Y : Matrix n n ℂ, comm X Y = -comm Y X := fun X Y => by simp [comm]
  -- centrality passes from the generator to the Magnus terms
  have hAF : ∀ s r u, Commute (A u) (comm (A s) (magnus1 A r)) := by
    intro s r u
    rw [magnus1, comm_integral _ hA]
    exact commute_integral (hcc _) (fun v => (h s v u).symm) r
  have hFF : ∀ s r u, Commute (A u) (comm (magnus1 A r) (magnus1 A s)) := by
    intro s r u
    rw [show magnus1 A s = ∫ v in (0 : ℝ)..s, A v from rfl, comm_integral _ hA]
    refine commute_integral (hcc _) (fun v => ?_) s
    rw [swap]
    exact (hAF v r u).neg_right
  have hGA : ∀ s u, Commute (magnus2 A s) (A u) := fun s u =>
    (Commute.smul_right (commute_integral hKc (fun v => hAF v v u) s) _).symm
  have hG' := fun s t => commute_magnus hA (hGA s) t
  have hΩc : ∀ s t u, Commute (comm (magnus1 A s + magnus2 A s) (magnus1 A t + magnus2 A t))
      (magnus1 A u + magnus2 A u) := by
    intro s t u
    rw [comm_add_add (hG' s t).1 (hG' s t).2 (hG' t s).1]
    have hc := commute_magnus hA (fun v => (hFF t s v).symm) u
    exact hc.1.add_right hc.2
  have hΩ := fun t => (hF t).fun_add (hG t)
  have hU0 : propagator A 0 = 1 := by
    simp [propagator, magnus1, magnus2, NormedSpace.exp_zero]
  have hU : ∀ t, HasDerivAt (propagator A) (A t * propagator A t) t := by
    intro t
    have hk := commute_magnus hA (fun v => (hAF t t v).symm) t
    refine (hasDerivAt_exp_central (hΩ t) (fun s => hΩc s t s)
      (fun s => hΩc s t t)).congr_deriv ?_
    rw [comm_add_add (hk.1.smul_left _) (hk.2.smul_left _) (hGA t t)]
    -- the second Magnus term cancels the ordering correction
    have he := (((hk.1.add_right hk.2).smul_left (1 / 2 : ℝ)).exp_right).eq
    rw [← he, add_mul, add_sub_cancel_right]
    rfl
  refine ⟨hU0, hU, fun V hV t => ?_⟩
  obtain ⟨E, hE, hEU, hUE⟩ : ∃ E : ℝ → Matrix n n ℂ, (∀ s, ∃ D, HasDerivAt E D s) ∧
      (∀ s, E s * propagator A s = 1) ∧ ∀ s, propagator A s * E s = 1 := by
    have hn : ∀ X Y : Matrix n n ℂ, comm (-X) (-Y) = comm X Y := fun X Y => by
      simp only [comm, neg_mul_neg]
    refine ⟨fun s => exp (-(magnus1 A s + magnus2 A s)), fun s => ⟨_,
      hasDerivAt_exp_central (hΩ s).fun_neg (fun r => ?_) (fun r => ?_)⟩, fun s => ?_,
      fun s => exp_mul_exp_neg _⟩
    · rw [hn]; exact (hΩc r s r).neg_right
    · rw [hn]; exact (hΩc r s s).neg_right
    · exact mul_eq_one_comm.1 (exp_mul_exp_neg _)
  -- the inverse propagator turns any solution into a constant
  have hW : ∀ s, HasDerivAt (fun s => E s * V s) 0 s := by
    intro s
    obtain ⟨D, hD⟩ := hE s
    have h2 := (hD.fun_mul (hU s)).unique ((hasDerivAt_const s (1 : Matrix n n ℂ)).congr_of_eventuallyEq
      (Filter.Eventually.of_forall hEU))
    refine (hD.fun_mul (hV s)).congr_deriv ?_
    calc D * V s + E s * (A s * V s)
        = D * 1 * V s + E s * A s * 1 * V s := by simp only [mul_one, mul_assoc]
      _ = (D * propagator A s + E s * (A s * propagator A s)) * E s * V s := by
          rw [← hUE s]; noncomm_ring
      _ = 0 := by rw [h2, zero_mul, zero_mul]
  have hc : E t * V t = E 0 * V 0 := is_const_of_deriv_eq_zero
    (fun r => (hW r).differentiableAt) (fun r => (hW r).deriv) t 0
  have hE0 : E 0 = 1 := by simpa only [hU0, mul_one] using hEU 0
  rw [hE0, one_mul] at hc
  rw [← hc, ← mul_assoc, hUE, one_mul]

/-- A 3 × 3 matrix generator with entry 1 at position (0, 1), entry `t` at position (1, 2) and zeros
elsewhere. -/
def nilpotentDrive (t : ℝ) : Matrix (Fin 3) (Fin 3) ℂ := !![0, 1, 0; 0, 0, (t : ℂ); 0, 0, 0]

/-- The nilpotent drive is continuous and has central commutators, and its values at
times 0 and 1 do not commute. -/
theorem magnus_terminates_witness : Continuous nilpotentDrive ∧
    CentralCommutators nilpotentDrive ∧ comm (nilpotentDrive 0) (nilpotentDrive 1) ≠ 0 := by
  refine ⟨?_, fun s r u => ?_, fun h => ?_⟩
  · refine continuous_matrix fun i j => ?_
    fin_cases i <;> fin_cases j <;> simp [nilpotentDrive] <;> fun_prop
  · change _ * _ = _ * _
    ext i j
    fin_cases i <;> fin_cases j <;>
      simp [comm, nilpotentDrive, Matrix.mul_apply, Fin.sum_univ_succ]
  · have h02 := congrFun (congrFun h 0) 2
    simp [comm, nilpotentDrive] at h02

end

end TerminatingMagnus
```

```lean
#print axioms TerminatingMagnus.magnus_terminates
-- 'TerminatingMagnus.magnus_terminates' depends on axioms: [propext, Classical.choice, Quot.sound]
```

## How the lemmas follow the calculation

`comm_integral` moves a commutator under the integral of a continuous function by treating it as a continuous linear map. `commute_integral` and `commute_magnus` then carry commutation over to F and G, and `comm_add_add` removes central parts from a commutator.

`exp_smul_mul` is the shift of Y, and `exp_add_central` is the product formula. Each differentiates the expression used above, reduces the derivative to zero through a local identity `alg`, and applies `is_const_of_deriv_eq_zero`. `hasDerivAt_exp_central` splits off the increment of Ω and differentiates at s = t.

In the main theorem, `hAF`, `hFF`, `hGA` and `hΩc` establish the commutation relations, and `hU` performs the cancellation. For uniqueness, the derivative of `E` is left unnamed until differentiating `E s * propagator A s = 1` determines what is needed.

`magnus_terminates_witness` shows that the hypotheses admit a noncommuting case. For `nilpotentDrive`, [A(s),A(r)] has the single entry r − s at position (0,2), which is nonzero for times 0 and 1. This generator is not anti-Hermitian, so it is a mathematical example and not −iH/ħ for a Hermitian H.

The same argument handles multiplication from the other side: under the same hypotheses, V' = VA with V(0) = 1 is solved by exp(F − G), as transposing the equation shows.
